# An integrable function whose integral over every sphere about the origin vanishes has zero integral over space

Let `F` be a real function on three-dimensional Euclidean space such that, for every radius r > 0, the integral of F(r s) over the unit sphere of directions s is zero. The theorem states that the integral of `F` over all space is then zero, as for an integrable charge density with no spherically symmetric part. Integrability is not assumed: Lean gives a non-integrable function the integral 0, so in that case the conclusion holds by convention. The proof removes the origin, passes to polar coordinates and, if the function is integrable there, integrates over directions first, where the hypothesis gives zero at each radius.

This version doesn't compile in Lean 4 with Mathlib:

```lean
import Mathlib

open MeasureTheory

namespace IntegralEqZeroOfSpheres

noncomputable section

/-- Three-dimensional Euclidean space. -/
abbrev Space := EuclideanSpace ℝ (Fin 3)

/-- An integrable function on space whose integral over every sphere about the origin vanishes has
integral zero. For a non-integrable `F` the conclusion is Lean's convention that the integral is 0.
-/
theorem integral_eq_zero_of_spheres (F : Space → ℝ)
    (hF : ∀ r : ℝ, 0 < r → ∫ s : Metric.sphere (0 : Space) 1, F (r • (s : Space))
      ∂(volume : Measure Space).toSphere = 0) : ∫ x, F x = 0 := by
  have h1 : ∫ x, F x = ∫ x : ({0}ᶜ : Set Space), F x
      ∂(Measure.comap Subtype.val (volume : Measure Space)) := by
    rw [integral_subtype_comap (measurableSet_singleton _).compl F,
      Measure.restrict_compl_singleton]
  -- polar coordinates
  have h2 := (volume : Measure Space).measurePreserving_homeomorphUnitSphereProd.integral_comp
    (Homeomorph.measurableEmbedding _) (fun p => F (p.2.1 • p.1.1))
  have h3 : ∀ x : ({0}ᶜ : Set Space), F ((homeomorphUnitSphereProd Space x).2.1 •
      (homeomorphUnitSphereProd Space x).1.1) = F x := by
    intro x
    have hx : ‖x.1‖ ≠ 0 := norm_ne_zero_iff.mpr x.2
    congr 1
    simp [smul_smul, hx]
  simp only [h3] at h2
  rw [h1, h2]
  by_cases hi : Integrable (fun p : Metric.sphere (0 : Space) 1 × Set.Ioi (0 : ℝ) =>
      F (p.2.1 • p.1.1)) ((volume : Measure Space).toSphere.prod
        (Measure.volumeIoiPow (Module.finrank ℝ Space - 1)))
  · rw [integral_prod_symm _ hi]
    exact integral_eq_zero_of_ae (.of_forall fun r => hF r.1 r.2)
  · exact integral_undef hi

end

end IntegralEqZeroOfSpheres
```

The compiler's answer:

```
Main.lean:21:6: error(lean.unknownIdentifier): Unknown constant `MeasureTheory.Measure.restrict_compl_singleton`
```

Cause. The message says that no constant named `MeasureTheory.Measure.restrict_compl_singleton` exists. The file writes `Measure.restrict_compl_singleton`, which Lean looks up in the `Measure` namespace inside the opened `MeasureTheory`, and the lemma is not there.

The step itself is sound. In `h1`, rewriting with `integral_subtype_comap` turns the integral over the subtype of nonzero points into an integral over space with the volume restricted to the complement of the origin. It remains to replace that restricted measure by the full volume, which is allowed because a single point has volume zero. This is the job of the missing lemma.

The diff drops the prefix `Measure.` and changes nothing else. The name `restrict_compl_singleton` does resolve in this file, and the rewrite with it makes the two sides of `h1` the same, so `rw` closes the goal.

As a diff, the version that Lean accepts:

```diff
@@ -19,5 +19,5 @@
       ∂(Measure.comap Subtype.val (volume : Measure Space)) := by
     rw [integral_subtype_comap (measurableSet_singleton _).compl F,
-      Measure.restrict_compl_singleton]
+      restrict_compl_singleton]
   -- polar coordinates
   have h2 := (volume : Measure Space).measurePreserving_homeomorphUnitSphereProd.integral_comp
```
